# In a three-state, nearest-neighbour Metropolis double well with barrier β ≥ 0, the left-right observable has statistical inefficiency 4 exp(β) − 1

The hopping probabilities of a model chain can be written down directly or computed from an acceptance rule. Here they are computed. The states are a left well L, a barrier B and a right well R, with Boltzmann weights $w=(1,e^{-\beta},1)$, where $\beta\ge 0$ is the barrier height in units of the thermal energy. A step to the left or right is proposed with probability $1/2$ each, and accepted with probability $\min(1,w_j/w_i)$. A rejected step, or one off the end, leaves the walker in place and counts as a new sample.

## Slow and fast observables of the same chain

Let $q=e^{-\beta}/2$. The chain is reversible and has eigenvalues $1$, $1-q$ and $-q$. Write $\rho_k$ for the equilibrium autocorrelation of an observable at a lag of $k$ steps, and $s=1+2\sum_{k\ge1}\rho_k$ for its statistical inefficiency. Then

- $f=(-1,0,1)$, which tells the wells apart, has $\rho_k=(1-q)^k$ and $s=4e^{\beta}-1$;
- $g=(a,b,a)$ with $a\ne b$, which does not, has $s=(1-q)/(1+q)<1$.

## Error bars that depend on the observable

One way to obtain an error bar for a long Monte Carlo run is to multiply the naive variance of the mean, which is the sample variance divided by the number of samples, by an estimate of $s$ and to take the square root. This three-state model gives exact values against which such an estimator can be compared. It also shows that $s<1$ for a symmetric quantity, such as the energy in a symmetric double well, does not imply that the walker crosses the barrier often: here $g$ has $s<1$ however high the barrier is. Some codes report $\tfrac12+\sum_{k\ge1}\rho_k$ instead, which is $s/2$.

## From the acceptance rule to the geometric series

From a well, the step to the barrier is accepted with probability $e^{-\beta}$, so the hop has probability $q$. From the barrier, both steps are always accepted. In the order L, B, R,

$$P=\begin{pmatrix}1-q&q&0\\ 1/2&0&1/2\\ 0&q&1-q\end{pmatrix}.$$

The rows sum to one. Detailed balance holds because $w_LP_{LB}=q=e^{-\beta}/2=w_BP_{BL}$, likewise for R, and L and R are not directly connected.

Expanding the determinant along the first row gives

$$\det(P-x)=(1-q-x)\,[x^2-(1-q)x-q]=-(x-1)(x-(1-q))(x+q),$$

which yields the three eigenvalues.

Write $\langle\cdot\rangle$ for the equilibrium average, taken with the weights $w$ divided by their sum, and let $\delta g=g-\langle g\rangle$ be the fluctuation of an arbitrary observable $g$. Its autocovariance is $C_k=\langle \delta g\,(P^k\delta g)\rangle$, and $\rho_k=C_k/C_0$. If $P\,\delta g=r\,\delta g$ with $|r|<1$ and $C_0>0$, then $C_k=r^kC_0$, so $\rho_k=r^k$ and

$$s=1+\frac{2r}{1-r}=\frac{1+r}{1-r}.$$

For $f$ the mean vanishes by symmetry, and $Pf=(-(1-q),0,1-q)=(1-q)f$. Hence $r=1-q$ and $s=(2-q)/q=4e^{\beta}-1$.

For $g=(a,b,a)$ the mean is $(a+qb)/(1+q)$, so

$$\delta g=\frac{a-b}{1+q}\,(q,-1,q).$$

Applying $P$ to $(q,-1,q)$ gives $(-q^2,q,-q^2)$, so $r=-q$. Successive fluctuations are anticorrelated, which puts $s$ below one.

At $\beta=0$ all weights are equal and every proposal within the chain is accepted. Then $q=1/2$, and the two inefficiencies are $3$ and $1/3$. Even without a barrier, the samples of $f$ are correlated.

## The Lean file

```lean
import Mathlib

open Matrix

namespace DoubleWellMetropolis

noncomputable section

/-- Boltzmann weights of the left well, the barrier and the right well. -/
def weight (β : ℝ) : Fin 3 → ℝ := ![1, Real.exp (-β), 1]

/-- Symmetric proposal: a step to the left or to the right with probability 1/2 each,
where a step off the end leaves the walker in place. -/
def proposal : Matrix (Fin 3) (Fin 3) ℝ :=
  !![1/2, 1/2, 0; 1/2, 0, 1/2; 0, 1/2, 1/2]

/-- Probability that the move from `i` to `j` is proposed and accepted by the Metropolis rule. -/
def move (β : ℝ) (i j : Fin 3) : ℝ :=
  proposal i j * min 1 (weight β j / weight β i)

/-- Metropolis transition matrix: accepted moves off the diagonal, and the remaining
probability of staying on the diagonal. -/
def metropolis (β : ℝ) : Matrix (Fin 3) (Fin 3) ℝ :=
  Matrix.of fun i j =>
    if i = j then 1 - ∑ k, (if k = i then 0 else move β i k) else move β i j

/-- The quantity `q = exp(-β)/2`. -/
def q (β : ℝ) : ℝ := Real.exp (-β) / 2

/-- Equilibrium average of an observable. -/
def mean (β : ℝ) (g : Fin 3 → ℝ) : ℝ := (∑ i, weight β i * g i) / ∑ i, weight β i

/-- Deviation of an observable from its equilibrium average. -/
def fluct (β : ℝ) (g : Fin 3 → ℝ) : Fin 3 → ℝ := fun i => g i - mean β g

/-- Equilibrium autocovariance of an observable at a lag of `k` Metropolis steps. -/
def autocov (β : ℝ) (g : Fin 3 → ℝ) (k : ℕ) : ℝ :=
  mean β (fun i => fluct β g i * ((metropolis β ^ k) *ᵥ fluct β g) i)

/-- Normalised autocorrelation at lag `k`, for observables of non-zero variance. -/
def autocorr (β : ℝ) (g : Fin 3 → ℝ) (k : ℕ) : ℝ := autocov β g k / autocov β g 0

/-- Statistical inefficiency, one plus twice the sum of the autocorrelations at positive lag,
for observables of non-zero variance with summable autocorrelations. -/
def inefficiency (β : ℝ) (g : Fin 3 → ℝ) : ℝ := 1 + 2 * ∑' k : ℕ, autocorr β g (k + 1)

/-- The observable that tells the wells apart: -1 on the left, 0 on the barrier, 1 on the right. -/
def side : Fin 3 → ℝ := ![-1, 0, 1]

/-- For `β ≥ 0` the number `q` is positive and at most 1/2. -/
theorem q_bounds {β : ℝ} (hβ : 0 ≤ β) : 0 < q β ∧ q β ≤ 1 / 2 := by
  have h0 := Real.exp_pos (-β)
  have h1 : Real.exp (-β) ≤ 1 := Real.exp_le_one_iff.2 (by linarith)
  unfold q
  constructor <;> linarith

/-- For `β ≥ 0` the Metropolis rule gives hops from either well to the barrier with
probability `q`, and from the barrier to each well with probability 1/2. -/
theorem metropolis_eq {β : ℝ} (hβ : 0 ≤ β) :
    metropolis β = !![1 - q β, q β, 0; 1/2, 0, 1/2; 0, q β, 1 - q β] := by
  have he : Real.exp (-β) ≤ 1 := Real.exp_le_one_iff.2 (by linarith)
  -- uphill moves are accepted with probability exp(-β), downhill moves always
  have h1 : min 1 (Real.exp (-β)) = Real.exp (-β) := min_eq_right he
  have h2 : min 1 (Real.exp (-β))⁻¹ = 1 :=
    min_eq_left ((one_le_inv₀ (Real.exp_pos _)).2 he)
  ext i j
  fin_cases i <;> fin_cases j <;>
    simp [metropolis, move, proposal, weight, q, Fin.sum_univ_three, h1, h2] <;> ring

/-- For `β ≥ 0` the transition probabilities are non-negative, sum to one from each state,
and obey detailed balance with the Boltzmann weights. -/
theorem reversible {β : ℝ} (hβ : 0 ≤ β) :
    (∀ i j, 0 ≤ metropolis β i j) ∧ (∀ i, ∑ j, metropolis β i j = 1) ∧
      ∀ i j, weight β i * metropolis β i j = weight β j * metropolis β j i := by
  obtain ⟨h0, h1⟩ := q_bounds hβ
  rw [metropolis_eq hβ]
  refine ⟨fun i j => ?_, fun i => ?_, fun i j => ?_⟩
  · fin_cases i <;> fin_cases j <;> simp <;> linarith
  · fin_cases i <;> simp [Fin.sum_univ_three]
    ring
  · fin_cases i <;> fin_cases j <;> simp [weight, q] <;> ring

/-- For `β ≥ 0` the real eigenvalues of the transition matrix are exactly
`1`, `1 - q` and `-q`. -/
theorem eigenvalue_iff {β : ℝ} (hβ : 0 ≤ β) (x : ℝ) :
    (∃ v : Fin 3 → ℝ, v ≠ 0 ∧ metropolis β *ᵥ v = x • v) ↔
      x = 1 ∨ x = 1 - q β ∨ x = -q β := by
  have key : (∃ v : Fin 3 → ℝ, v ≠ 0 ∧ metropolis β *ᵥ v = x • v) ↔
      (metropolis β - x • (1 : Matrix (Fin 3) (Fin 3) ℝ)).det = 0 := by
    rw [← Matrix.exists_mulVec_eq_zero_iff]
    simp only [Matrix.sub_mulVec, Matrix.smul_mulVec, Matrix.one_mulVec, sub_eq_zero]
  -- the characteristic determinant factorises
  have hdet : (metropolis β - x • (1 : Matrix (Fin 3) (Fin 3) ℝ)).det =
      -((x - 1) * (x - (1 - q β)) * (x + q β)) := by
    rw [metropolis_eq hβ, Matrix.det_fin_three]
    simp
    ring
  rw [key, hdet, neg_eq_zero, mul_eq_zero, mul_eq_zero, sub_eq_zero, sub_eq_zero,
    add_eq_zero_iff_eq_neg, or_assoc]

/-- Every Boltzmann weight is positive. -/
theorem weight_pos (β : ℝ) (i : Fin 3) : 0 < weight β i := by
  fin_cases i <;> simp [weight, Real.exp_pos]

/-- An observable that differs from its equilibrium average in some state has
positive variance. -/
theorem variance_pos {β : ℝ} {g : Fin 3 → ℝ} (i : Fin 3) (h : g i ≠ mean β g) :
    0 < autocov β g 0 := by
  rw [autocov, pow_zero, Matrix.one_mulVec, mean]
  exact div_pos
    (Finset.sum_pos' (fun j _ => mul_nonneg (weight_pos β j).le (mul_self_nonneg _))
      ⟨i, Finset.mem_univ i, mul_pos (weight_pos β i) (mul_self_pos.2 (sub_ne_zero.2 h))⟩)
    (Finset.sum_pos (fun j _ => weight_pos β j) Finset.univ_nonempty)

/-- If the fluctuation of an observable of non-zero variance is an eigenvector of the chain
with eigenvalue `r`, its autocorrelation at lag `k` is `r ^ k`. -/
theorem autocorr_of_eigen {β r : ℝ} {g : Fin 3 → ℝ}
    (h : metropolis β *ᵥ fluct β g = r • fluct β g) (h0 : autocov β g 0 ≠ 0) (k : ℕ) :
    autocorr β g k = r ^ k := by
  have hk : (metropolis β ^ k) *ᵥ fluct β g = r ^ k • fluct β g := by
    induction k with
    | zero => simp
    | succ n ih =>
      rw [pow_succ, ← Matrix.mulVec_mulVec, h, Matrix.mulVec_smul, ih, smul_smul, pow_succ']
  have hc : autocov β g k = r ^ k * autocov β g 0 := by
    simp only [autocov, hk, mean, pow_zero, Matrix.one_mulVec, Pi.smul_apply, smul_eq_mul,
      Fin.sum_univ_three]
    ring
  rw [autocorr, hc, mul_div_assoc, div_self h0, mul_one]

/-- If the fluctuation of an observable of non-zero variance is an eigenvector of the chain with
eigenvalue `r`, and `|r| < 1`, the autocorrelations are summable and the statistical inefficiency is
`(1 + r)/(1 - r)`. -/
theorem inefficiency_of_eigen {β r : ℝ} {g : Fin 3 → ℝ}
    (h : metropolis β *ᵥ fluct β g = r • fluct β g) (h0 : autocov β g 0 ≠ 0) (hr : |r| < 1) :
    Summable (fun k : ℕ => autocorr β g (k + 1)) ∧
      inefficiency β g = (1 + r) / (1 - r) := by
  have hs : HasSum (fun k : ℕ => autocorr β g (k + 1)) (r * (1 - r)⁻¹) := by
    simpa only [autocorr_of_eigen h h0, pow_succ'] using
      (hasSum_geometric_of_abs_lt_one hr).mul_left r
  have hne : 1 - r ≠ 0 := (sub_pos.2 (abs_lt.1 hr).2).ne'
  refine ⟨hs.summable, ?_⟩
  rw [inefficiency, hs.tsum_eq, eq_div_iff hne]
  linear_combination 2 * r * mul_inv_cancel₀ hne

/-- For `β ≥ 0` the well observable `(-1, 0, 1)` has autocorrelations `(1 - q) ^ k`, which are
summable, and its statistical inefficiency is `4 exp(β) - 1`. -/
theorem inefficiency_side {β : ℝ} (hβ : 0 ≤ β) :
    (∀ k, autocorr β side k = (1 - q β) ^ k) ∧
      Summable (fun k : ℕ => autocorr β side (k + 1)) ∧
      inefficiency β side = 4 * Real.exp β - 1 := by
  obtain ⟨hq0, hq1⟩ := q_bounds hβ
  have hm : mean β side = 0 := by simp [mean, weight, side, Fin.sum_univ_three]
  have hf : fluct β side = side := by
    funext i
    simp [fluct, hm]
  have h : metropolis β *ᵥ fluct β side = (1 - q β) • fluct β side := by
    rw [hf, metropolis_eq hβ]
    ext i
    fin_cases i <;> simp [side, Matrix.mulVec, dotProduct, Fin.sum_univ_three]
  have h0 : autocov β side 0 ≠ 0 :=
    (variance_pos 2 (by rw [hm]; simp [side])).ne'
  obtain ⟨hs, hi⟩ := inefficiency_of_eigen h h0 (abs_lt.2 ⟨by linarith, by linarith⟩)
  refine ⟨autocorr_of_eigen h h0, hs, ?_⟩
  -- insert q = exp(-β)/2
  have he : Real.exp β * Real.exp (-β) = 1 := by
    rw [← Real.exp_add, add_neg_cancel, Real.exp_zero]
  have hne : 1 - (1 - q β) ≠ 0 := by
    rw [sub_sub_cancel]
    exact hq0.ne'
  rw [hi, div_eq_iff hne]
  unfold q
  linear_combination -2 * he

/-- For `β ≥ 0` an observable with equal values `a` in the wells and another value `b` on the
barrier has summable autocorrelations and statistical inefficiency `(1 - q)/(1 + q)`,
which is below one. -/
theorem inefficiency_even {β a b : ℝ} (hβ : 0 ≤ β) (hab : a ≠ b) :
    Summable (fun k : ℕ => autocorr β ![a, b, a] (k + 1)) ∧
      inefficiency β ![a, b, a] = (1 - q β) / (1 + q β) ∧
      inefficiency β ![a, b, a] < 1 := by
  obtain ⟨hq0, hq1⟩ := q_bounds hβ
  have hm : mean β ![a, b, a] * (1 + q β) = a + q β * b := by
    have hz : 1 + Real.exp (-β) + 1 ≠ 0 := by positivity
    have hv : mean β ![a, b, a] =
        (a + Real.exp (-β) * b + a) / (1 + Real.exp (-β) + 1) := by
      simp [mean, weight, Fin.sum_univ_three]
    rw [hv, div_mul_eq_mul_div, div_eq_iff hz]
    unfold q
    ring
  -- the expected fluctuation after one step is -q times the present one
  have h : metropolis β *ᵥ fluct β ![a, b, a] = (-q β) • fluct β ![a, b, a] := by
    rw [metropolis_eq hβ]
    ext i
    fin_cases i <;> simp [fluct, Matrix.mulVec, dotProduct, Fin.sum_univ_three] <;>
      linear_combination -hm
  have hb : b ≠ mean β ![a, b, a] := by
    intro hb
    rw [← hb] at hm
    exact hab (by linarith)
  have h0 : autocov β ![a, b, a] 0 ≠ 0 := (variance_pos 1 hb).ne'
  obtain ⟨hs, hi⟩ := inefficiency_of_eigen h h0 (abs_lt.2 ⟨by linarith, by linarith⟩)
  rw [sub_neg_eq_add, ← sub_eq_add_neg] at hi
  refine ⟨hs, hi, ?_⟩
  rw [hi, div_lt_one (by linarith)]
  linarith

end

end DoubleWellMetropolis
```

```lean
#print axioms DoubleWellMetropolis.reversible
#print axioms DoubleWellMetropolis.eigenvalue_iff
#print axioms DoubleWellMetropolis.inefficiency_side
#print axioms DoubleWellMetropolis.inefficiency_even
```

```
'DoubleWellMetropolis.reversible' depends on axioms: [propext, Classical.choice, Quot.sound]
'DoubleWellMetropolis.eigenvalue_iff' depends on axioms: [propext, Classical.choice, Quot.sound]
'DoubleWellMetropolis.inefficiency_side' depends on axioms: [propext, Classical.choice, Quot.sound]
'DoubleWellMetropolis.inefficiency_even' depends on axioms: [propext, Classical.choice, Quot.sound]
```

## Reading the definitions and theorems

The indices `0`, `1`, `2` of `Fin 3` are L, B, R. `weight` is unnormalised, and `mean` divides by the sum of the weights. `metropolis` applies the acceptance rule off the diagonal and puts the remaining probability on it. In `autocov`, the product `(metropolis β ^ k) *ᵥ fluct β g` is the expected fluctuation after `k` steps, given the starting state.

`metropolis_eq` is the matrix $P$ above. `reversible` states non-negativity, row sums and detailed balance. `eigenvalue_iff` says that a real number has a non-zero eigenvector exactly when it is one of the three values. `inefficiency_side` and `inefficiency_even` are the two results for observables. Both state summability separately, since Lean's infinite sum is zero for a series that does not converge.

The proofs take the same route as the derivation. `metropolis_eq` goes through the nine entries with `fin_cases`, and `eigenvalue_iff` turns the eigenvector condition into a vanishing determinant and factorises it. `variance_pos` obtains $C_0>0$ from a sum of non-negative terms with one positive term. `autocorr_of_eigen` proves $\rho_k=r^k$ by induction on the number of steps, and `inefficiency_of_eigen` sums the geometric series. The last two theorems supply the eigenvectors, with `q_bounds` ensuring $|r|<1$; the final `linear_combination` in `inefficiency_side` uses $e^{\beta}e^{-\beta}=1$.

## Scope of the guarantee

The theorems concern equilibrium quantities of an exactly known transition matrix. They do not derive the link between $s$ and the variance of a time average, and they say nothing about estimates from finite runs, the initial relaxation or a continuous double well. Observables that mix $f$ with a symmetric part have no formula here.

The condition $\beta\ge0$ matters. For $\beta<0$ the middle state is the most probable one, the wells are left with probability $1/2$, and $f$ has $s=3$ whatever the value of $\beta$.

The proposal matters as much as the weights. Suppose the ends were joined into a ring, so that L and R propose moves to each other. The weights and detailed balance would be unchanged, but $f$ would have eigenvalue $-q$ and $s=(1-q)/(1+q)$. The exponential growth with $\beta$ thus comes from having to pass over the barrier, and not from the equilibrium distribution alone.
